# In a two-pole model, a slow vibration of fixed static polarizability adds little to the dispersion coefficient

A dispersion coefficient computed from the electronic response alone leaves out the vibrational part of the polarizability. When the vibration is much slower than the electronic response, the static polarizability alone is a poor guide to the size of the omission: if vibration adds 10% to the static value, squaring suggests an error of 21% in the coefficient of two like molecules. For two like molecules at zero temperature, each with one electronic and one vibrational pole, the problems below show that the error, relative to the electronic coefficient, is less than \((4r+r^2)w/W\), where \(r\) is the ratio of the vibrational to the electronic static polarizability and \(w/W\) the ratio of the frequencies. Within that two-pole model this bounds the contribution of the vibrational poles, which a clamped-nuclei calculation of the coefficient omits. The averaging of the electronic response over nuclear motion, which changes the electronic pole itself, is a separate effect and is not covered by the bound.

## Poles and the Casimir-Polder integral

Let a molecule have finitely many poles, labelled by \(i\), with static polarizabilities \(a_i\) and frequencies \(W_i\). Each pole is an undamped oscillator. At imaginary frequency \(iu\) the polarizability is

\[
\alpha(iu)=\sum_i \frac{a_iW_i^2}{W_i^2+u^2}.
\]

At \(u=0\) each pole of nonzero frequency contributes exactly \(a_i\). A second molecule has polarizabilities \(b_j\) and frequencies \(V_j\). The dispersion coefficient is

\[
C=\frac{3}{\pi}\int_0^\infty \alpha_A(iu)\,\alpha_B(iu)\,du ,
\]

in atomic units, with the convention that the interaction energy at distance \(R\) is \(-C/R^6\). The factor \(3/\pi\) belongs to isotropic molecules without retardation, and the integral over \(u\) to zero temperature. At a finite temperature a sum over discrete imaginary frequencies takes its place, and the bound below need not hold for a vibration whose quantum is not large compared with the thermal energy. Both this integral and the pole form of \(\alpha\) are taken as definitions, not derived from perturbation theory.

```lean
import Mathlib

open MeasureTheory Set Filter Topology

namespace CasimirPolderVibration

noncomputable section
```

In `polarizability`, the finite type `ι` labels the poles, and `a` and `W` are real functions on it.

```lean
/-- Polarizability at imaginary frequency `iu` of a molecule whose poles have static
polarizabilities `a i` and frequencies `W i`. -/
def polarizability {ι : Type*} [Fintype ι] (a W : ι → ℝ) (u : ℝ) : ℝ :=
  ∑ i, a i * W i ^ 2 / (W i ^ 2 + u ^ 2)
```

The two molecules in `dispersionCoeff` may have different numbers of poles. `Ioi (0 : ℝ)` is the half-line \(u>0\).

```lean
/-- The Casimir-Polder integral for the dispersion coefficient of two molecules,
in atomic units. -/
def dispersionCoeff {ι κ : Type*} [Fintype ι] [Fintype κ]
    (a W : ι → ℝ) (b V : κ → ℝ) : ℝ :=
  3 / Real.pi * ∫ u in Ioi (0 : ℝ), polarizability a W u * polarizability b V u
```

Now give each of two like molecules an electronic pole \((a,W)\) and a vibrational pole \((ra,w)\), so that \(r\) is the ratio of the static polarizabilities. The relative excess is the change in \(C\) caused by the vibrational poles, divided by the purely electronic \(C\). In Lean, `![a, r * a]` lists the two polarizabilities and `![W, w]` the two frequencies.

```lean
/-- Relative excess of the dispersion coefficient of two like molecules when a vibrational
pole `(r * a, w)` is added to the electronic pole `(a, W)` of each. -/
def relativeExcess (a r W w : ℝ) : ℝ :=
  (dispersionCoeff ![a, r * a] ![W, w] ![a, r * a] ![W, w]
    - dispersionCoeff ![a] ![W] ![a] ![W]) / dispersionCoeff ![a] ![W] ![a] ![W]
```

## (a) A Lorentzian as the derivative of an arctangent

**Task.** For \(p>0\), differentiate \(\arctan(u/p)\) with respect to \(u\).

**Solution.** By the chain rule,

\[
\frac{d}{du}\arctan\frac up=\frac{1/p}{1+u^2/p^2}=\frac{p}{p^2+u^2}.
\]

The Lean proof takes the chain rule from the library, and `h3` puts the denominator over \(p^2\).

```lean
/-- The derivative of `arctan (u / p)` is a Lorentzian of width `p`. -/
lemma hasDerivAt_arctan_div {p : ℝ} (hp : 0 < p) (u : ℝ) :
    HasDerivAt (fun x : ℝ => Real.arctan (x / p)) (p / (p ^ 2 + u ^ 2)) u := by
  have h := ((hasDerivAt_id' u).div_const p).arctan
  refine h.congr_deriv ?_
  have h1 : p ^ 2 + u ^ 2 ≠ 0 := by positivity
  have h2 : 1 + (u / p) ^ 2 ≠ 0 := by positivity
  have h3 : 1 + (u / p) ^ 2 = (p ^ 2 + u ^ 2) / p ^ 2 := by
    field_simp
  rw [h3]
  field_simp
```

## (b) The overlap of two Lorentzians

**Task.** For \(p,q>0\), show that the product of \(1/(p^2+u^2)\) and \(1/(q^2+u^2)\) is integrable over \(u>0\), and find the integral, including the case \(p=q\).

**Solution.** If \(p\ne q\), partial fractions give

\[
\frac{1}{(p^2+u^2)(q^2+u^2)}=\frac{1}{q^2-p^2}\left(\frac1{p^2+u^2}-\frac1{q^2+u^2}\right),
\]

so by (a) an antiderivative is

\[
F(u)=\frac{1}{q^2-p^2}\left(\frac{\arctan(u/p)}{p}-\frac{\arctan(u/q)}{q}\right).
\]

It vanishes at \(u=0\), and for \(u\to\infty\) it tends to

\[
\frac{\pi}{2}\,\frac{1/p-1/q}{q^2-p^2}=\frac{\pi}{2}\,\frac{q-p}{pq(q-p)(q+p)}=\frac{\pi}{2pq(p+q)}.
\]

If \(p=q\), take

\[
F(u)=\frac{1}{2p^2}\left(\frac{\arctan(u/p)}{p}+\frac{u}{p^2+u^2}\right).
\]

Its derivative is

\[
\frac{1}{2p^2}\left(\frac{1}{p^2+u^2}+\frac{p^2-u^2}{(p^2+u^2)^2}\right)=\frac{1}{(p^2+u^2)^2}.
\]

Again \(F(0)=0\). Since \(0\le u/(p^2+u^2)\le 1/u\) for \(u>0\), the second term vanishes at infinity and \(F\to\pi/(4p^3)\), which is the same formula at \(q=p\). In both cases the integrand is nonnegative and its antiderivative has a finite limit, so it is integrable and the integral is \(\pi/(2pq(p+q))\).

The Lean proof follows the same division: `by_cases hpq : p = q` supplies one of the two antiderivatives, and `squeeze_zero'` is the comparison with \(1/u\). The last lines use nonnegativity to obtain integrability and the value from \(F\).

```lean
/-- For positive `p` and `q`, the product of `1 / (p² + u²)` and `1 / (q² + u²)` is integrable over
`u > 0`, and its integral is `π / (2 p q (p + q))`, also for `p = q`. -/
theorem lorentzian_overlap {p q : ℝ} (hp : 0 < p) (hq : 0 < q) :
    IntegrableOn (fun u : ℝ => 1 / ((p ^ 2 + u ^ 2) * (q ^ 2 + u ^ 2))) (Ioi 0) ∧
    ∫ u in Ioi (0 : ℝ), 1 / ((p ^ 2 + u ^ 2) * (q ^ 2 + u ^ 2))
      = Real.pi / (2 * p * q * (p + q)) := by
  have lim : ∀ s : ℝ, 0 < s →
      Tendsto (fun x : ℝ => Real.arctan (x / s)) atTop (𝓝 (Real.pi / 2)) := fun s hs =>
    (tendsto_nhds_of_tendsto_nhdsWithin Real.tendsto_arctan_atTop).comp
      (tendsto_id.atTop_div_const hs)
  -- an antiderivative that vanishes at zero frequency
  obtain ⟨F, hF, hlim, h0⟩ : ∃ F : ℝ → ℝ,
      (∀ u, HasDerivAt F (1 / ((p ^ 2 + u ^ 2) * (q ^ 2 + u ^ 2))) u) ∧
      Tendsto F atTop (𝓝 (Real.pi / (2 * p * q * (p + q)))) ∧ F 0 = 0 := by
    by_cases hpq : p = q
    · subst hpq
      refine ⟨fun u => (Real.arctan (u / p) / p + u / (p ^ 2 + u ^ 2)) / (2 * p ^ 2),
        fun u => ?_, ?_, by simp⟩
      · have h1 : p ^ 2 + u ^ 2 ≠ 0 := by positivity
        have hd : HasDerivAt (fun x : ℝ => p ^ 2 + x ^ 2) (2 * u) u := by
          simpa using (hasDerivAt_pow 2 u).const_add (p ^ 2)
        refine ((((hasDerivAt_arctan_div hp u).div_const p).fun_add
          ((hasDerivAt_id' u).fun_div hd h1)).div_const (2 * p ^ 2)).congr_deriv ?_
        field_simp
        ring
      · have hz : Tendsto (fun u : ℝ => u / (p ^ 2 + u ^ 2)) atTop (𝓝 0) := by
          refine squeeze_zero' ?_ ?_ tendsto_inv_atTop_zero
          · filter_upwards [eventually_gt_atTop (0 : ℝ)] with u hu
            positivity
          · filter_upwards [eventually_gt_atTop (0 : ℝ)] with u hu
            rw [inv_eq_one_div, div_le_div_iff₀ (by positivity) hu]
            nlinarith [sq_nonneg p]
        convert (((lim p hp).div_const p).add hz).div_const (2 * p ^ 2) using 2
        field_simp
        ring
    · have hne : q ^ 2 - p ^ 2 ≠ 0 := by
        intro h
        have h' : (q - p) * (q + p) = 0 := by linear_combination h
        rcases mul_eq_zero.mp h' with h1 | h1
        · exact hpq (by linarith)
        · linarith
      refine ⟨fun u => (Real.arctan (u / p) / p - Real.arctan (u / q) / q) / (q ^ 2 - p ^ 2),
        fun u => ?_, ?_, by simp⟩
      · have h1 : p ^ 2 + u ^ 2 ≠ 0 := by positivity
        have h2 : q ^ 2 + u ^ 2 ≠ 0 := by positivity
        refine ((((hasDerivAt_arctan_div hp u).div_const p).fun_sub
          ((hasDerivAt_arctan_div hq u).div_const q)).div_const _).congr_deriv ?_
        rw [div_eq_iff hne]
        field_simp
        ring
      · convert (((lim p hp).div_const p).sub ((lim q hq).div_const q)).div_const
          (q ^ 2 - p ^ 2) using 2
        have h3 : p + q ≠ 0 := by positivity
        rw [eq_div_iff hne]
        field_simp
        ring
  have hpos : ∀ u ∈ Ioi (0 : ℝ), 0 ≤ 1 / ((p ^ 2 + u ^ 2) * (q ^ 2 + u ^ 2)) :=
    fun u _ => by positivity
  refine ⟨integrableOn_Ioi_deriv_of_nonneg' (fun u _ => hF u) hpos hlim, ?_⟩
  rw [integral_Ioi_of_hasDerivAt_of_nonneg' (fun u _ => hF u) hpos hlim, h0, sub_zero]
```

## (c) The coefficient as a sum over pairs of poles

**Task.** Evaluate \(C\) for two molecules with finitely many poles, all of positive frequency.

**Solution.** Multiply out the two polarizabilities:

\[
\alpha_A(iu)\,\alpha_B(iu)=\sum_{i,j}\frac{a_iW_i^2\,b_jV_j^2}{(W_i^2+u^2)(V_j^2+u^2)}.
\]

Each term is integrable by (b), so the finite sum can be integrated term by term:

\[
C=\frac3\pi\sum_{i,j}a_iW_i^2\,b_jV_j^2\,\frac{\pi}{2W_iV_j(W_i+V_j)}
=\frac32\sum_{i,j}a_ib_j\frac{W_iV_j}{W_i+V_j}.
\]

In Lean, `hprod` is the multiplied-out product and `hint` the integrability of each term, which `integral_finsetSum` needs before it moves the integral inside the sums. Positivity is assumed only of the frequencies; the \(a_i\) and \(b_j\) may be any real numbers.

```lean
/-- For molecules with finitely many poles, all of positive frequency, the dispersion coefficient is
a double sum over pairs of poles. -/
theorem dispersionCoeff_eq_sum {ι κ : Type*} [Fintype ι] [Fintype κ]
    (a W : ι → ℝ) (b V : κ → ℝ) (hW : ∀ i, 0 < W i) (hV : ∀ j, 0 < V j) :
    dispersionCoeff a W b V
      = 3 / 2 * ∑ i, ∑ j, a i * b j * (W i * V j / (W i + V j)) := by
  have hprod : ∀ u : ℝ, polarizability a W u * polarizability b V u
      = ∑ i, ∑ j, (a i * W i ^ 2 * (b j * V j ^ 2)) *
          (1 / ((W i ^ 2 + u ^ 2) * (V j ^ 2 + u ^ 2))) := by
    intro u
    unfold polarizability
    rw [Finset.sum_mul_sum]
    refine Finset.sum_congr rfl fun i _ => Finset.sum_congr rfl fun j _ => ?_
    rw [div_mul_div_comm, mul_one_div]
  have hint := fun i j => (lorentzian_overlap (hW i) (hV j)).1.const_mul
    (a i * W i ^ 2 * (b j * V j ^ 2))
  unfold dispersionCoeff
  simp_rw [hprod]
  -- integrate pair by pair
  rw [MeasureTheory.integral_finsetSum _ fun i _ => MeasureTheory.integrable_finsetSum _ fun j _ => hint i j,
    Finset.mul_sum, Finset.mul_sum]
  refine Finset.sum_congr rfl fun i _ => ?_
  rw [MeasureTheory.integral_finsetSum _ fun j _ => hint i j, Finset.mul_sum, Finset.mul_sum]
  refine Finset.sum_congr rfl fun j _ => ?_
  rw [integral_const_mul, (lorentzian_overlap (hW i) (hV j)).2]
  have h1 := (hW i).ne'
  have h2 := (hV j).ne'
  have h3 : W i + V j ≠ 0 := (add_pos (hW i) (hV j)).ne'
  have h4 := Real.pi_ne_zero
  field_simp
```

## (d) One electronic pole on each molecule

**Task.** Find \(C\) for two like molecules with the single pole \((a,W)\).

**Solution.** The sum in (c) has one term:

\[
C=\frac32a^2\frac{W^2}{2W}=\frac34a^2W.
\]

The Lean proof specialises (c) to one pole and simplifies the fraction in `h1`.

```lean
/-- Two like molecules with a single electronic pole have dispersion coefficient
`(3/4) a² W`. -/
theorem electronic_coeff (a : ℝ) {W : ℝ} (hW : 0 < W) :
    dispersionCoeff ![a] ![W] ![a] ![W] = 3 / 4 * a ^ 2 * W := by
  have h : ∀ i, 0 < (![W] : Fin 1 → ℝ) i := fun i => by fin_cases i; simpa using hW
  rw [dispersionCoeff_eq_sum _ _ _ _ h h]
  simp only [Finset.univ_unique, Finset.sum_singleton, Matrix.cons_val_fin_one]
  have h1 : W * W / (W + W) = W / 2 := by
    rw [div_eq_div_iff (by positivity) (by norm_num)]; ring
  rw [h1]; ring
```

## (e) An electronic and a vibrational pole on each molecule

**Task.** Find \(C\) when each molecule has the poles \((a,W)\) and \((ra,w)\).

**Solution.** There are four pairs. The electronic pair gives \(\tfrac34a^2W\), as in (d). The two mixed pairs are equal and together give

\[
2\cdot\frac32\,ra^2\frac{wW}{w+W}=3ra^2\frac{wW}{w+W}.
\]

The vibrational pair gives \(\tfrac32r^2a^2\cdot\tfrac w2=\tfrac34r^2a^2w\). Hence

\[
C=\frac34a^2W+3ra^2\frac{wW}{w+W}+\frac34r^2a^2w.
\]

`Fin.sum_univ_two` writes out the four pairs, and `h1` treats the two pairs of equal frequency.

```lean
/-- With an electronic and a vibrational pole on each molecule, the dispersion coefficient has
an electronic, a mixed and a vibrational term. -/
theorem vibronic_coeff (a r : ℝ) {W w : ℝ} (hW : 0 < W) (hw : 0 < w) :
    dispersionCoeff ![a, r * a] ![W, w] ![a, r * a] ![W, w]
      = 3 / 4 * a ^ 2 * W + 3 * r * a ^ 2 * (w * W / (w + W)) + 3 / 4 * r ^ 2 * a ^ 2 * w := by
  have h : ∀ i, 0 < (![W, w] : Fin 2 → ℝ) i := by
    rw [Fin.forall_fin_two]; exact ⟨hW, hw⟩
  rw [dispersionCoeff_eq_sum _ _ _ _ h h]
  simp only [Fin.sum_univ_two, Matrix.cons_val_zero, Matrix.cons_val_one,
    Matrix.cons_val_fin_one]
  have h1 : ∀ x : ℝ, 0 < x → x * x / (x + x) = x / 2 := fun x hx => by
    rw [div_eq_div_iff (by positivity) (by norm_num)]; ring
  rw [h1 W hW, h1 w hw]; ring
```

## (f) The relative excess in closed form

**Task.** For \(a,W,w>0\), subtract the electronic coefficient from that in (e) and divide by it.

**Solution.** The electronic term cancels in the difference. Dividing the other two by \(\tfrac34a^2W\), which is not zero, gives

\[
\frac{3ra^2\,wW/(w+W)}{\tfrac34a^2W}+\frac{\tfrac34r^2a^2w}{\tfrac34a^2W}
=4r\frac{w}{w+W}+r^2\frac wW .
\]

The polarizability \(a\) has dropped out. The Lean proof inserts (d) and (e) and clears the denominators.

```lean
/-- The relative excess is the sum of a mixed term and a purely vibrational term. -/
theorem relativeExcess_eq {a W w : ℝ} (r : ℝ) (ha : 0 < a) (hW : 0 < W) (hw : 0 < w) :
    relativeExcess a r W w = 4 * r * (w / (w + W)) + r ^ 2 * (w / W) := by
  unfold relativeExcess
  rw [vibronic_coeff a r hW hw, electronic_coeff a hW]
  have h : w + W ≠ 0 := by positivity
  field_simp
  ring
```

## (g) The bound on the excess

**Task.** For \(a,r,W,w>0\), show that the relative excess is positive and less than \((4r+r^2)w/W\).

**Solution.** Both terms in (f) are positive. Since \(w+W>W\), we have \(w/(w+W)<w/W\), and multiplying by \(4r>0\) gives

\[
4r\frac{w}{w+W}+r^2\frac wW<(4r+r^2)\frac wW .
\]

The step `h` is the first inequality, `h'` is its product with \(4r\), and `linarith` adds the term \(r^2w/W\) to both sides. The condition \(w<W\) is not needed, although the bound is useful mainly when \(w\) is much smaller than \(W\).

**A numerical case.** Take \(a=10\), \(W=0.5\), \(w=0.01\) and \(r=0.1\) in atomic units. The electronic coefficient is \(0.75\cdot100\cdot0.5=37.5\). The mixed term is \(30\cdot0.005/0.51\approx0.2941\), and the vibrational term is \(0.75\cdot0.01\cdot100\cdot0.01=0.0075\). The relative excess is \(0.3016/37.5\approx0.00804\), below the bound \(0.41\cdot0.02=0.0082\). A vibration that adds 10% to the static polarizability adds about 0.8% to the dispersion coefficient.

```lean
/-- The vibrational pole raises the dispersion coefficient, by a relative amount
below `(4r + r²) w / W`. -/
theorem relativeExcess_bound {a r W w : ℝ} (ha : 0 < a) (hr : 0 < r) (hW : 0 < W)
    (hw : 0 < w) :
    0 < relativeExcess a r W w ∧ relativeExcess a r W w < (4 * r + r ^ 2) * (w / W) := by
  rw [relativeExcess_eq r ha hW hw]
  refine ⟨by positivity, ?_⟩
  have h : w / (w + W) < w / W := div_lt_div_of_pos_left hw hW (by linarith)
  have h' := mul_lt_mul_of_pos_left h (by positivity : 0 < 4 * r)
  linarith
```

## (h) The constant for very slow vibrations

**Task.** With \(a,W>0\) and \(r\) fixed, find the limit of the relative excess divided by \(w/W\) as \(w\to0\) from above.

**Solution.** By (f) the ratio is

\[
4r\frac{W}{w+W}+r^2\;\longrightarrow\;4r+r^2 .
\]

For fixed \(r>0\), the constant in (g) therefore cannot be replaced by a smaller one that serves for all \(w>0\).

In Lean, `𝓝[>] 0` is the approach to zero from above. The limit is first taken for the explicit expression (`hc`), which is then identified with the ratio for \(w>0\).

**Fixed strength in place of fixed static polarizability.** The limit keeps \(r\) constant, and this matters for the physics. The poles could also have been described by their strengths \(aW^2\) and \(raw^2\). With the ratio of strengths \(\rho=rw^2/W^2\) held fixed and positive, the excess in (f) becomes

\[
\frac{4\rho W^2}{w(w+W)}+\rho^2\frac{W^3}{w^3},
\]

which grows without limit as \(w\to0\). The bound in (g) still applies, but \(r=\rho W^2/w^2\) then grows as the vibration slows, so a low frequency alone does not make the excess small.

```lean
/-- As the vibrational frequency tends to zero, the ratio of the relative excess to `w / W`
tends to `4r + r²`. -/
theorem relativeExcess_sharp {a W : ℝ} (r : ℝ) (ha : 0 < a) (hW : 0 < W) :
    Tendsto (fun w => relativeExcess a r W w / (w / W)) (𝓝[>] 0) (𝓝 (4 * r + r ^ 2)) := by
  have hc : Tendsto (fun w : ℝ => 4 * r * (W / (w + W)) + r ^ 2) (𝓝 0)
      (𝓝 (4 * r * (W / (0 + W)) + r ^ 2)) :=
    ((tendsto_const_nhds.div (tendsto_id.add tendsto_const_nhds)
      (by simpa using hW.ne')).const_mul (4 * r)).add_const (r ^ 2)
  rw [zero_add, div_self hW.ne', mul_one] at hc
  refine (hc.mono_left nhdsWithin_le_nhds).congr' ?_
  filter_upwards [self_mem_nhdsWithin] with w hw
  have hw' : 0 < w := hw
  have h : w + W ≠ 0 := by positivity
  rw [relativeExcess_eq r ha hW hw', eq_div_iff (by positivity)]
  field_simp

end

end CasimirPolderVibration
```

```lean
#print axioms CasimirPolderVibration.vibronic_coeff
#print axioms CasimirPolderVibration.relativeExcess_bound
#print axioms CasimirPolderVibration.relativeExcess_sharp
```

```
'CasimirPolderVibration.vibronic_coeff' depends on axioms: [propext, Classical.choice, Quot.sound]
'CasimirPolderVibration.relativeExcess_bound' depends on axioms: [propext, Classical.choice, Quot.sound]
'CasimirPolderVibration.relativeExcess_sharp' depends on axioms: [propext, Classical.choice, Quot.sound]
```
